# The loss generator of a bosonic mode scales $b^j a^k$ by $-(j+k)/2$, and the gain generator scales $a^k b^j$ by $+(j+k)/2$

A cavity mode loses photons through a mirror, or gains them from an amplifying medium. How does its photon number change? Let $a$ annihilate a photon and $b$ create one, with $ab-ba=1$, and let $N=ba$ be the number operator. At unit rate, the loss generator sends an observable $y$ to $bya-\tfrac12(Ny+yN)$, and the expectation value of the result is the time derivative of $\langle y\rangle$. For $y=N$,

$$b(ba)a-N^2=b(ab-1)a-N^2=(N^2-N)-N^2=-N .$$

Gain exchanges the roles of $a$ and $b$. Since $ab=N+1$,

$$a(ba)b-\tfrac12\big((N+1)N+N(N+1)\big)=(N+1)^2-N(N+1)=N+1 .$$

Loss is proportional to the photon number, while gain has an extra 1, the spontaneous emission that acts even on the vacuum. In terms of $ab=N+1$ the extra term disappears: the gain generator sends $ab$ to $ab$, so $\langle ab\rangle$ grows exponentially. The same happens for all powers. Normally ordered words $b^ja^k$ are eigenvectors of loss, and antinormally ordered words $a^kb^j$ are eigenvectors of gain.

These rules give closed equations for the moments of a damped or amplified mode, here a single mode with no Hamiltonian and no nonlinear terms.

## Observables form an algebra with unit

The observables are elements of a ring `A` that is an algebra over a field `K`. Physically $b$ is $a^\dagger$, but no adjoint is assumed, hence the separate letter. The derivation uses only sums, products and scalar multiples.

```lean
import Mathlib

open Polynomial

namespace BosonicLossGain

noncomputable section

variable (K : Type*) [Field K] {A : Type*} [Ring A] [Algebra K A]
```

Both generators are in the Heisenberg picture, so they act on observables and not on density matrices. The symbol `•` is multiplication by a scalar.

```lean
/-- The loss generator in the Heisenberg picture, `y ↦ b y a - (b a y + y b a) / 2`. -/
def loss (a b y : A) : A :=
  b * y * a - (1 / 2 : K) • (b * a * y + y * (b * a))

/-- The gain generator in the Heisenberg picture, `y ↦ a y b - (a b y + y a b) / 2`. -/
def gain (a b y : A) : A :=
  a * y * b - (1 / 2 : K) • (a * b * y + y * (a * b))
```

## The commutator equals one

The hypothesis `h : a * b - b * a = 1` is the canonical commutation relation of one bosonic mode. By hand it is used to move one operator through a power of the other:

$$ab^j=b^ja+j\,b^{j-1},\qquad a^kb=ba^k+k\,a^{k-1}.$$

Both hold at exponent zero, where the last term is absent. If they hold at $n$, then

$$ab^{n+1}=(b^na+n\,b^{n-1})b=b^n(ba+1)+n\,b^n=b^{n+1}a+(n+1)b^n,$$
$$a^{n+1}b=a(ba^n+n\,a^{n-1})=(ba+1)a^n+n\,a^n=ba^{n+1}+(n+1)a^n .$$

In Lean, subtraction of natural numbers stops at zero, so `b ^ (j - 1)` is $1$ when $j=0$; its coefficient $j$ removes it. The first lemma handles this case once, so that $n\,x^{n-1}x=n\,x^n$ can be used for every $n$.

```lean
/-- With the prefactor `n`, a power lowered by one and multiplied by its base, on either
side, is the original power. -/
theorem smul_pow_pred (x : A) (n : ℕ) :
    (n : K) • (x ^ (n - 1) * x) = (n : K) • x ^ n ∧
      (n : K) • (x * x ^ (n - 1)) = (n : K) • x ^ n := by
  rcases n with _ | m
  · simp
  · constructor
    · rw [Nat.add_sub_cancel, ← pow_succ]
    · rw [Nat.add_sub_cancel, ← pow_succ']
```

The two `calc` blocks below are the inductions above, line by line. The rewrite with `hab` is where the commutator enters.

```lean
/-- If `ab - ba = 1`, moving `a` to the right through `b^j` produces the extra term
`j b^(j-1)`, which is absent for `j = 0`. -/
theorem mul_creation_pow {a b : A} (h : a * b - b * a = 1) (j : ℕ) :
    a * b ^ j = b ^ j * a + (j : K) • b ^ (j - 1) := by
  have hab : a * b = b * a + 1 := sub_eq_iff_eq_add'.mp h
  induction j with
  | zero => simp
  | succ n ih =>
    calc a * b ^ (n + 1) = a * b ^ n * b := by rw [pow_succ, mul_assoc]
      _ = b ^ n * (a * b) + (n : K) • (b ^ (n - 1) * b) := by
        rw [ih, add_mul, smul_mul_assoc, mul_assoc]
      _ = b ^ n * (b * a + 1) + (n : K) • b ^ n := by
        rw [hab, (smul_pow_pred K b n).1]
      _ = b ^ (n + 1) * a + ((n + 1 : ℕ) : K) • b ^ (n + 1 - 1) := by
        rw [Nat.add_sub_cancel, pow_succ, mul_add, mul_one, ← mul_assoc]
        push_cast
        module

/-- If `ab - ba = 1`, moving `b` to the left through `a^k` produces the extra term
`k a^(k-1)`, which is absent for `k = 0`. -/
theorem annihilation_pow_mul {a b : A} (h : a * b - b * a = 1) (k : ℕ) :
    a ^ k * b = b * a ^ k + (k : K) • a ^ (k - 1) := by
  have hab : a * b = b * a + 1 := sub_eq_iff_eq_add'.mp h
  induction k with
  | zero => simp
  | succ n ih =>
    calc a ^ (n + 1) * b = a * (a ^ n * b) := by rw [pow_succ', mul_assoc]
      _ = a * b * a ^ n + (n : K) • (a * a ^ (n - 1)) := by
        rw [ih, mul_add, mul_smul_comm, mul_assoc]
      _ = (b * a + 1) * a ^ n + (n : K) • a ^ n := by
        rw [hab, (smul_pow_pred K a n).2]
      _ = b * a ^ (n + 1) + ((n + 1 : ℕ) : K) • a ^ (n + 1 - 1) := by
        rw [Nat.add_sub_cancel, pow_succ', add_mul, one_mul, mul_assoc]
        push_cast
        module
```

Without any condition on the commutator the results fail. For $a=b=1$ in the field itself, loss sends $b$ to $0$ and not to $-b/2$. A case from simulation is a Fock space cut off at $d\ge2$ levels, where $ab-ba=1-dP$ with $P$ the projector on the highest level. Gain then sends $a$ to $\tfrac12a(1-dP)$ instead of $\tfrac12a$, so the error sits at the cutoff.

## Two halves make a whole

The scalars have characteristic zero, `[CharZero K]`, as the rational, real and complex numbers do. By hand this enters through the factor $\tfrac12$: the two halves of the anticommutator must add up to one full term, which cancels against the jump term $bya$ or $ayb$.

For loss, write $W=b^ja^k$ and $M=b^jNa^k$. The reordering rules give

$$Nb^j=b(b^ja+j\,b^{j-1})=b^jN+j\,b^j,\qquad a^kN=(ba^k+k\,a^{k-1})a=Na^k+k\,a^k .$$

Hence $NW=M+jW$ and $WN=M+kW$, while $bWa=b^{j+1}a^{k+1}=M$. The loss generator gives

$$M-\tfrac12\big(2M+(j+k)W\big)=-\tfrac{j+k}{2}\,W .$$

In the proof, `hb` and `ha` are the two reorderings of $N$, and `e1`, `e2`, `e3` are the expressions for $NW$, $WN$ and $bWa$. The closing `module` collects the coefficients, and there the halves are added.

```lean
/-- Over a field of characteristic zero, if `ab - ba = 1`, the loss generator multiplies the
normally ordered word `b^j a^k` by `-(j + k) / 2`. -/
theorem loss_normal [CharZero K] {a b : A} (h : a * b - b * a = 1) (j k : ℕ) :
    loss K a b (b ^ j * a ^ k) = (-(((j : K) + k) / 2)) • (b ^ j * a ^ k) := by
  -- the number operator passes through powers of `b` and of `a`
  have hb : b * a * b ^ j = b ^ j * (b * a) + (j : K) • b ^ j := by
    rw [mul_assoc, mul_creation_pow K h, mul_add, mul_smul_comm,
      (smul_pow_pred K b j).2, ← mul_assoc, ← pow_mul_comm' b j, mul_assoc]
  have ha : a ^ k * (b * a) = b * a * a ^ k + (k : K) • a ^ k := by
    rw [← mul_assoc, annihilation_pow_mul K h, add_mul, smul_mul_assoc,
      (smul_pow_pred K a k).1, mul_assoc, pow_mul_comm' a k, ← mul_assoc]
  have e1 : b * a * (b ^ j * a ^ k) =
      b ^ j * (b * a) * a ^ k + (j : K) • (b ^ j * a ^ k) := by
    rw [← mul_assoc, hb, add_mul, smul_mul_assoc]
  have e2 : b ^ j * a ^ k * (b * a) =
      b ^ j * (b * a) * a ^ k + (k : K) • (b ^ j * a ^ k) := by
    rw [mul_assoc, ha, mul_add, mul_smul_comm, ← mul_assoc]
  have e3 : b * (b ^ j * a ^ k) * a = b ^ j * (b * a) * a ^ k := by
    rw [← mul_assoc, ← pow_mul_comm' b j]
    simp only [mul_assoc]
    rw [pow_mul_comm' a k]
  unfold loss
  rw [e1, e2, e3]
  module
```

For gain on the same word, both outer factors have to be moved inwards:

$$aWb=(b^ja+j\,b^{j-1})(ba^k+k\,a^{k-1})=b^j(ab)a^k+(j+k)W+jk\,b^{j-1}a^{k-1}.$$

Here $b^j(ab)a^k=M+W$. The anticommutator part, with $ab=N+1$, is $M+\tfrac{j+k}{2}W+W$. Subtraction leaves

$$\tfrac{j+k}{2}\,b^ja^k+jk\,b^{j-1}a^{k-1}.$$

The last term is the general form of the extra 1 for $N$, and it is absent if $j$ or $k$ is zero. In the proof, `e` is the expansion of $aWb$. The anticommutator is not computed again: `linear_combination` takes it from the loss result `hL` and from `s`, which says $bWa=M$.

```lean
/-- Over a field of characteristic zero, if `ab - ba = 1`, the gain generator sends `b^j a^k` to
`(j + k)/2 b^j a^k + j k b^(j-1) a^(k-1)`; the last term is absent if `j` or `k` is zero. -/
theorem gain_normal [CharZero K] {a b : A} (h : a * b - b * a = 1) (j k : ℕ) :
    gain K a b (b ^ j * a ^ k) = (((j : K) + k) / 2) • (b ^ j * a ^ k) +
      ((j : K) * k) • (b ^ (j - 1) * a ^ (k - 1)) := by
  have hab : a * b = b * a + 1 := sub_eq_iff_eq_add'.mp h
  have p : (k : K) • (b ^ j * a * a ^ (k - 1)) = (k : K) • (b ^ j * a ^ k) := by
    rw [mul_assoc, ← mul_smul_comm, (smul_pow_pred K a k).2, mul_smul_comm]
  have q : (j : K) • (b ^ (j - 1) * (b * a ^ k)) = (j : K) • (b ^ j * a ^ k) := by
    rw [← mul_assoc, ← smul_mul_assoc, (smul_pow_pred K b j).1, smul_mul_assoc]
  have r : b ^ j * a * (b * a ^ k) = b ^ j * (a * b) * a ^ k := by
    simp only [mul_assoc]
  -- reorder both outer factors of the jump term
  have e : a * (b ^ j * a ^ k) * b = b ^ j * (a * b) * a ^ k + (k : K) • (b ^ j * a ^ k) +
      (j : K) • (b ^ j * a ^ k) + ((j : K) * k) • (b ^ (j - 1) * a ^ (k - 1)) := by
    have e0 : a * (b ^ j * a ^ k) * b = (a * b ^ j) * (a ^ k * b) := by
      simp only [mul_assoc]
    rw [e0, mul_creation_pow K h, annihilation_pow_mul K h]
    simp only [add_mul, mul_add, mul_smul_comm, smul_mul_assoc, smul_add]
    rw [p, q, r]
    module
  have s : b * (b ^ j * a ^ k) * a = b ^ j * (b * a) * a ^ k := by
    rw [← mul_assoc, ← pow_mul_comm' b j]
    simp only [mul_assoc]
    rw [pow_mul_comm' a k]
  -- compare with the loss generator
  have hL := loss_normal K h j k
  unfold loss at hL
  unfold gain
  rw [e, hab]
  simp only [add_mul, mul_add, one_mul, mul_one]
  linear_combination (norm := module) hL - s
```

For the antinormal word $V=a^kb^j$, put $Q=a^k(ab)b^j$, so that $aVb=a^{k+1}b^{j+1}=Q$. The reordering rules, solved for the other product, give

$$(ab)a^k=a(a^kb-k\,a^{k-1})=a^k(ab)-k\,a^k,$$
$$b^j(ab)=(ab^j-j\,b^{j-1})b=(ab)b^j-j\,b^j .$$

So $(ab)V=Q-kV$ and $V(ab)=Q-jV$, and gain gives $Q-Q+\tfrac{j+k}{2}V$. There is no lower word. The Lean steps carry the same names as in the loss proof.

```lean
/-- Over a field of characteristic zero, if `ab - ba = 1`, the gain generator multiplies the
antinormally ordered word `a^k b^j` by `(j + k) / 2`. -/
theorem gain_antinormal [CharZero K] {a b : A} (h : a * b - b * a = 1) (j k : ℕ) :
    gain K a b (a ^ k * b ^ j) = (((j : K) + k) / 2) • (a ^ k * b ^ j) := by
  have ha : a * b * a ^ k = a ^ k * (a * b) - (k : K) • a ^ k := by
    rw [mul_assoc, eq_sub_of_add_eq (annihilation_pow_mul K h k).symm, mul_sub,
      mul_smul_comm, (smul_pow_pred K a k).2, ← mul_assoc, ← pow_mul_comm' a k, mul_assoc]
  have hb : b ^ j * (a * b) = a * b * b ^ j - (j : K) • b ^ j := by
    rw [← mul_assoc, eq_sub_of_add_eq (mul_creation_pow K h j).symm, sub_mul,
      smul_mul_assoc, (smul_pow_pred K b j).1, mul_assoc, pow_mul_comm' b j, ← mul_assoc]
  have e1 : a * b * (a ^ k * b ^ j) =
      a ^ k * (a * b) * b ^ j - (k : K) • (a ^ k * b ^ j) := by
    rw [← mul_assoc, ha, sub_mul, smul_mul_assoc]
  have e2 : a ^ k * b ^ j * (a * b) =
      a ^ k * (a * b) * b ^ j - (j : K) • (a ^ k * b ^ j) := by
    rw [mul_assoc, hb, mul_sub, mul_smul_comm, ← mul_assoc]
  have e3 : a * (a ^ k * b ^ j) * b = a ^ k * (a * b) * b ^ j := by
    rw [← mul_assoc, ← pow_mul_comm' a k]
    simp only [mul_assoc]
    rw [pow_mul_comm' b j]
  unfold gain
  rw [e1, e2, e3]
  module
```

In characteristic 2 the formulas can fail. Lean sets $1/0=0$, so the term with $\tfrac12$ vanishes and loss sends the identity to $ba$, although the formula for $j=k=0$ requires $0$. This example rules out only $2=0$ in `K`.

## Expectation values follow the generator at every time

The state at time $t$ is represented by `ω t`, a complex-linear functional that assigns to each observable its expectation value. The hypothesis `hω` is the master equation in weak form: for every observable $y$ and every real $t$, the derivative of $\omega_t(y)$ is $\omega_t$ of the generator applied to $y$, times a rate. The rate is $\kappa$ for loss and $\gamma$ for gain. Under this convention $\kappa$ is the decay rate of the photon number, and the amplitude $\langle a\rangle$ decays at $\kappa/2$. Neither positivity nor $\omega_t(1)=1$ is assumed, and the rates may be any real numbers.

By hand, insert $y=b^ja^k$ and use the eigenvalue. The function $f(t)=\omega_t(b^ja^k)$ obeys $f'=cf$ with $c=-\kappa(j+k)/2$. Then

$$\frac{d}{dt}\big(e^{-ct}f(t)\big)=-c\,e^{-ct}f(t)+e^{-ct}c\,f(t)=0,$$

so $e^{-ct}f(t)=f(0)$ and $f(t)=e^{ct}f(0)$. The next lemma is this argument: `hg` computes the zero derivative, and `hc` concludes that the product is constant.

```lean
/-- A complex amplitude obeying `f' = c f` with real `c` at all times is
`f t = exp (c t) f 0`. -/
theorem exponential_law {f : ℝ → ℂ} {c : ℝ}
    (hf : ∀ t, HasDerivAt f ((c : ℂ) * f t) t) (t : ℝ) :
    f t = (Real.exp (c * t) : ℂ) * f 0 := by
  -- the integrating factor makes the product constant
  have hg : ∀ s, HasDerivAt (fun s : ℝ => Real.exp (-c * s) • f s) 0 s := by
    intro s
    have h1 := (hasDerivAt_id' s).const_mul (-c)
    refine (h1.exp.smul (hf s)).congr_deriv ?_
    simp only [Complex.real_smul]
    push_cast
    ring
  have hc : Real.exp (-c * t) • f t = Real.exp (-c * 0) • f 0 :=
    is_const_of_deriv_eq_zero (fun s => (hg s).differentiableAt) (fun s => (hg s).deriv) t 0
  rw [mul_zero, Real.exp_zero, one_smul] at hc
  have h0 : c * t + -c * t = 0 := by ring
  rw [← hc, Complex.real_smul, ← mul_assoc, ← Complex.ofReal_mul, ← Real.exp_add, h0,
    Real.exp_zero, Complex.ofReal_one, one_mul]
```

The moment theorems feed `loss_normal` and `gain_antinormal` into it, and linearity of `ω` takes the eigenvalue out of the expectation value:

$$\omega_t(b^ja^k)=e^{-\kappa(j+k)t/2}\,\omega_0(b^ja^k)\ \text{(loss)},\qquad \omega_t(a^kb^j)=e^{\gamma(j+k)t/2}\,\omega_0(a^kb^j)\ \text{(gain)}.$$

```lean
/-- If `ab - ba = 1` and expectation values evolve by pure loss at rate `κ`, the moment of
`b^j a^k` at time `t` is its initial value times `exp (-κ (j + k) t / 2)`. -/
theorem loss_moment {B : Type*} [Ring B] [Algebra ℂ B] {a b : B}
    (h : a * b - b * a = 1) (κ : ℝ) (ω : ℝ → B →ₗ[ℂ] ℂ)
    (hω : ∀ y t, HasDerivAt (fun s => ω s y) (ω t ((κ : ℂ) • loss ℂ a b y)) t)
    (j k : ℕ) (t : ℝ) :
    ω t (b ^ j * a ^ k) =
      (Real.exp (-(κ * (j + k) / 2) * t) : ℂ) * ω 0 (b ^ j * a ^ k) := by
  refine exponential_law (f := fun s => ω s (b ^ j * a ^ k)) (fun s => ?_) t
  refine (hω _ s).congr_deriv ?_
  rw [loss_normal ℂ h, map_smul, map_smul, smul_eq_mul, smul_eq_mul]
  push_cast
  ring

/-- If `ab - ba = 1` and expectation values evolve by pure gain at rate `γ`, the moment of
`a^k b^j` at time `t` is its initial value times `exp (γ (j + k) t / 2)`. -/
theorem gain_moment {B : Type*} [Ring B] [Algebra ℂ B] {a b : B}
    (h : a * b - b * a = 1) (γ : ℝ) (ω : ℝ → B →ₗ[ℂ] ℂ)
    (hω : ∀ y t, HasDerivAt (fun s => ω s y) (ω t ((γ : ℂ) • gain ℂ a b y)) t)
    (j k : ℕ) (t : ℝ) :
    ω t (a ^ k * b ^ j) =
      (Real.exp (γ * (j + k) / 2 * t) : ℂ) * ω 0 (a ^ k * b ^ j) := by
  refine exponential_law (f := fun s => ω s (a ^ k * b ^ j)) (fun s => ?_) t
  refine (hω _ s).congr_deriv ?_
  rw [gain_antinormal ℂ h, map_smul, map_smul, smul_eq_mul, smul_eq_mul]
  push_cast
  ring
```

For a normalised state under gain, $j=k=1$ reads $\langle N\rangle_t+1=e^{\gamma t}(\langle N\rangle_0+1)$, so an amplifier started in the vacuum produces photons.

If the master equation held only at $t=0$, it would fix the initial slope of a moment and not its later values. The step left to the physics is to show that a density operator $\rho_t$ provides such functionals for $t\ge0$ through $\omega_t(y)=\mathrm{tr}(\rho_t y)$. Since $a$ and $b$ are unbounded, this needs finite moments that can be differentiated under the trace. The hypothesis also includes negative times, whereas a physical evolution usually starts at $t=0$. On the algebra of polynomials in $a$ and $b$ the functionals can be continued to $t<0$ by solving the same linear equations backwards, since neither generator raises the degree. The continued functionals need not belong to physical states: for gain from the vacuum with $\gamma>0$ they give $\langle N\rangle_t=e^{\gamma t}-1<0$ at negative times. This is allowed because positivity is not assumed, and the formulas for $t\ge0$ are unaffected.

## Operators that satisfy the commutator

No finite matrices of size at least one satisfy $ab-ba=1$ over the rationals, because the left side has trace zero. Polynomials in one variable $X$ provide an example: let $a$ differentiate and $b$ multiply by $X$. The product rule gives $(Xp)'-Xp'=p$ for every polynomial $p$. In Lean, multiplication in `Module.End` is composition of linear maps, and the proof applies both sides to `p` and simplifies with the product rule.

```lean
/-- On rational polynomials, `a` = differentiation and `b` = multiplication by `X` satisfy
`ab - ba = 1`. -/
theorem commutation_witness :
    (Polynomial.derivative : Module.End ℚ ℚ[X]) * LinearMap.mulLeft ℚ (X : ℚ[X]) -
      LinearMap.mulLeft ℚ (X : ℚ[X]) * (Polynomial.derivative : Module.End ℚ ℚ[X]) = 1 := by
  refine LinearMap.ext fun p => ?_
  simp [Module.End.mul_apply, Polynomial.derivative_mul]

end

end BosonicLossGain
```

```lean
#print axioms BosonicLossGain.gain_normal
#print axioms BosonicLossGain.gain_antinormal
#print axioms BosonicLossGain.loss_moment
#print axioms BosonicLossGain.gain_moment
```

```
'BosonicLossGain.gain_normal' depends on axioms: [propext, Classical.choice, Quot.sound]
'BosonicLossGain.gain_antinormal' depends on axioms: [propext, Classical.choice, Quot.sound]
'BosonicLossGain.loss_moment' depends on axioms: [propext, Classical.choice, Quot.sound]
'BosonicLossGain.gain_moment' depends on axioms: [propext, Classical.choice, Quot.sound]
```
